# The neutral-cell error of a constant-capacitance electrode at its initial potential of zero charge is $cp^2/(2A)$

A reaction on an electrode surface is often computed in a neutral cell, before and after the reaction. If the reaction changes the surface dipole, the electrode potential differs between the two calculations, whereas an electrode under potential control stays at one potential by exchanging charge with its circuit. The neutral reaction energy then carries an error that depends on the cell size and can be mistaken for an interaction between adsorbates. For a constant capacitance, the same in both states, the error has a closed form.

## Charging each state at fixed potential

Let the cell have area $A>0$ and capacitance per area $c>0$. State $i=1,2$ has neutral energy $E_i$ and potential of zero charge $V_i$. At charge $q$ its energy is
$$E_i+V_iq+\frac{q^2}{2cA}.$$
The reaction shifts the potential of zero charge by $V_2-V_1=p/A$. Here $p$ stands for the change in surface dipole per cell, with the electrostatic prefactor absorbed; a fixed dipole spread over a larger area shifts the potential less.

With the electrode at potential $U$, the reservoir contributes $-Uq$. Completing the square gives
$$E_i+(V_i-U)q+\frac{q^2}{2cA}=E_i-\frac{cA}{2}(V_i-U)^2+\frac{\bigl(q-cA(U-V_i)\bigr)^2}{2cA}.$$
The last term is nonnegative and vanishes only at $q_i=cA(U-V_i)$. The minimum, called the grand energy, is therefore
$$\Omega_i(U)=E_i-\frac{cA}{2}(V_i-U)^2.$$
Subtract the two minima and insert $V_2-U=(V_1-U)+p/A$:
$$\Omega_2-\Omega_1=E_2-E_1-\frac{cA}{2}\left[\frac{2p(V_1-U)}{A}+\frac{p^2}{A^2}\right]$$
$$=E_2-E_1-cp(V_1-U)-\frac{cp^2}{2A}.$$
At $U=V_1$ the middle term vanishes, and
$$\Omega_2-\Omega_1=E_2-E_1-\frac{cp^2}{2A}.$$
The neutral value $E_2-E_1$ is too high by $cp^2/(2A)$, strictly so if $p\neq0$.

At any other potential the middle term does not shrink with the area. The reaction draws the charge $q_2-q_1=-cp$ whatever the area, and this charge contributes $(V_1-U)(q_2-q_1)$.

The reservoir term must be kept when the minimising charge is inserted. At $U=V_1$ the charges are $q_1=0$ and $q_2=-cp$. Without $-Uq$, the difference becomes $E_2-E_1-cpV_1-cp^2/(2A)$, which changes with the arbitrary zero of potential.

For slab calculations with an implicit electrolyte, $cp^2/(2A)$ estimates how far the neutral reaction energy lies above the reaction energy at the fixed potential $U=V_1$ in the same cell, as far as one constant capacitance describes both states. The corrected value can still depend on the cell size, for example through interactions between adsorbates.

## Energies and their infimum in Lean

```lean
import Mathlib

open Filter Topology

namespace ElectrodeReactionEnergy

noncomputable section
```

All quantities are real numbers in consistent units, so that potential times charge is an energy.

```lean
/-- Energy of an electrode cell carrying charge `q`: neutral energy `E`, potential of zero
charge `V`, capacitance per area `c` and area `A`, for nonzero `c` and `A`. -/
def cellEnergy (c A E V q : ℝ) : ℝ := E + V * q + q ^ 2 / (2 * c * A)
```

The sign convention is that $q$ is the charge on the electrode and the derivative of the energy with respect to $q$ is its potential. The energy includes that of the countercharge in the electrolyte.

```lean
/-- Energy of the cell together with a charge reservoir held at the electrode potential `U`,
for nonzero `c` and `A`. -/
def biasedEnergy (c A U E V q : ℝ) : ℝ := cellEnergy c A E V q - U * q

/-- Grand energy at electrode potential `U`: the infimum of the biased energy over all
charges, for positive `c` and `A`. -/
def grandEnergy (c A U E V : ℝ) : ℝ := ⨅ q : ℝ, biasedEnergy c A U E V q
```

The grand energy is defined as an infimum over all real charges, not by the formula for the minimum. Charge is thus treated as continuous and unbounded.

## The minimum and the charge that reaches it

```lean
/-- For positive capacitance and area, the biased energy is a constant plus the charging
energy of the deviation from the charge `c A (U - V)`. -/
theorem biasedEnergy_eq_square {c A : ℝ} (hc : 0 < c) (hA : 0 < A) (U E V q : ℝ) :
    biasedEnergy c A U E V q =
      E - c * A * (V - U) ^ 2 / 2 + (q - c * A * (U - V)) ^ 2 / (2 * c * A) := by
  have hc' := hc.ne'
  have hA' := hA.ne'
  unfold biasedEnergy cellEnergy
  field_simp
  ring
```

This is the completed square. After the definitions are unfolded, `field_simp` clears the denominators, using that `c` and `A` are nonzero, and `ring` compares the polynomials.

```lean
/-- For positive capacitance and area, the biased energy has a least value, which lies below
the neutral energy by `c A (V - U)² / 2`. -/
theorem isLeast_biasedEnergy {c A : ℝ} (hc : 0 < c) (hA : 0 < A) (U E V : ℝ) :
    IsLeast (Set.range (biasedEnergy c A U E V)) (E - c * A * (V - U) ^ 2 / 2) := by
  constructor
  · -- the least value is reached at the charge `c A (U - V)`
    refine ⟨c * A * (U - V), ?_⟩
    rw [biasedEnergy_eq_square hc hA]
    simp
  · rintro _ ⟨q, rfl⟩
    rw [biasedEnergy_eq_square hc hA]
    have h : 0 ≤ (q - c * A * (U - V)) ^ 2 / (2 * c * A) := by positivity
    linarith
```

`IsLeast` says that the value is attained and is a lower bound. The first part supplies the charge $cA(U-V)$, at which the square vanishes; the second uses that the square term is nonnegative.

```lean
/-- For positive capacitance and area, the grand energy is the neutral energy lowered by
`c A (V - U)² / 2`. -/
theorem grandEnergy_eq {c A : ℝ} (hc : 0 < c) (hA : 0 < A) (U E V : ℝ) :
    grandEnergy c A U E V = E - c * A * (V - U) ^ 2 / 2 :=
  (isLeast_biasedEnergy hc hA U E V).csInf_eq
```

A least element of a set is its infimum, which gives the formula for $\Omega_i(U)$.

```lean
/-- For positive capacitance and area, the cell reaches its grand energy at exactly one
charge, `c A (U - V)`. -/
theorem biasedEnergy_eq_grandEnergy_iff {c A : ℝ} (hc : 0 < c) (hA : 0 < A)
    (U E V q : ℝ) :
    biasedEnergy c A U E V q = grandEnergy c A U E V ↔ q = c * A * (U - V) := by
  rw [biasedEnergy_eq_square hc hA, grandEnergy_eq hc hA]
  constructor
  · intro h
    have h0 : (q - c * A * (U - V)) ^ 2 / (2 * c * A) = 0 := by linarith
    have hd : 2 * c * A ≠ 0 := by positivity
    have h1 := (div_eq_zero_iff.mp h0).resolve_right hd
    have h2 := (pow_eq_zero_iff two_ne_zero).mp h1
    linarith
  · intro h
    rw [h]
    simp
```

The minimising charge is unique. If the biased energy equals the grand energy, the square term is zero; since its denominator is nonzero, the deviation from $cA(U-V)$ is zero too.

Positivity matters here. Take $c=-1$, $A=1$, $E_1=E_2=0$, $U=V_1=0$ and $V_2=p=1$. The biased energies are $-q^2/2$ and $q-q^2/2$, both unbounded below, so neither state has a minimum. Lean assigns such an infimum the value $0$, and the difference is $0$, while the formula would give $1/2$. The example refutes the formula for a negative product $cA$, that is, for an electrode unstable against charging.

## Reaction energies at fixed potential

```lean
/-- Reaction energy at any electrode potential `U`, for positive capacitance and area, when
the reaction shifts the potential of zero charge by `p / A`. The neutral-cell value is
corrected by a term independent of the area and a term of order `1 / A`. -/
theorem reactionEnergy_at_potential {c A p V₁ V₂ : ℝ} (hc : 0 < c) (hA : 0 < A)
    (hV : V₂ - V₁ = p / A) (U E₁ E₂ : ℝ) :
    grandEnergy c A U E₂ V₂ - grandEnergy c A U E₁ V₁ =
      E₂ - E₁ - c * p * (V₁ - U) - c * p ^ 2 / (2 * A) := by
  have hA' := hA.ne'
  have hV₂ : V₂ = V₁ + p / A := by linarith
  rw [grandEnergy_eq hc hA, grandEnergy_eq hc hA, hV₂]
  field_simp
  ring
```

The hypothesis `hV` is the dipole relation $V_2-V_1=p/A$, assumed here and not derived from electrostatics. The proof replaces both grand energies by their formulas, eliminates `V₂` and simplifies, as in the subtraction above.

```lean
/-- Main result: with the electrode held at the potential of zero charge of the first state,
and positive capacitance and area, a shift `p / A` of the potential of zero charge makes the
reaction energy equal to the neutral-cell value minus `c p² / (2 A)`. -/
theorem reactionEnergy_eq {c A p V₁ V₂ : ℝ} (hc : 0 < c) (hA : 0 < A)
    (hV : V₂ - V₁ = p / A) (E₁ E₂ : ℝ) :
    grandEnergy c A V₁ E₂ V₂ - grandEnergy c A V₁ E₁ V₁ =
      E₂ - E₁ - c * p ^ 2 / (2 * A) := by
  rw [reactionEnergy_at_potential hc hA hV]
  ring
```

Setting the potential to `V₁` removes the area-independent term.

```lean
/-- With the electrode held at the potential of zero charge of the first state, and positive
capacitance and area, the neutral-cell reaction energy is strictly too high whenever the two
potentials of zero charge differ by `p / A` with `p ≠ 0`. -/
theorem reactionEnergy_lt_neutral {c A p V₁ V₂ : ℝ} (hc : 0 < c) (hA : 0 < A)
    (hp : p ≠ 0) (hV : V₂ - V₁ = p / A) (E₁ E₂ : ℝ) :
    grandEnergy c A V₁ E₂ V₂ - grandEnergy c A V₁ E₁ V₁ < E₂ - E₁ := by
  rw [reactionEnergy_eq hc hA hV]
  have h : 0 < c * p ^ 2 / (2 * A) := by positivity
  linarith
```

For $p\neq0$ the correction is positive, which `positivity` establishes, and the strict inequality follows.

```lean
/-- For positive capacitance and area and distinct potentials of zero charge, the neutral-cell
reaction energy is exact at one electrode potential only, the midpoint of the two. -/
theorem neutral_exact_iff_midpoint {c A V₁ V₂ : ℝ} (hc : 0 < c) (hA : 0 < A)
    (hV : V₁ ≠ V₂) (U E₁ E₂ : ℝ) :
    grandEnergy c A U E₂ V₂ - grandEnergy c A U E₁ V₁ = E₂ - E₁ ↔
      U = (V₁ + V₂) / 2 := by
  rw [grandEnergy_eq hc hA, grandEnergy_eq hc hA]
  constructor
  · intro h
    -- the difference of the two squares factorises
    have h0 : (c * A * (V₂ - V₁)) * (V₁ + V₂ - 2 * U) = 0 := by
      linear_combination (-2) * h
    have hne : c * A * (V₂ - V₁) ≠ 0 :=
      mul_ne_zero (mul_pos hc hA).ne' (sub_ne_zero.mpr hV.symm)
    have h1 := (mul_eq_zero.mp h0).resolve_left hne
    linarith
  · intro h
    rw [h]
    ring
```

When the potentials of zero charge differ, the neutral value is exact only at their midpoint. The difference of squares factorises:
$$(V_2-U)^2-(V_1-U)^2=(V_2-V_1)(V_1+V_2-2U).$$
The first factor is nonzero, so the second must vanish. The two states then carry opposite charges and are lowered by equal amounts.

```lean
/-- Large-area limit at fixed electrode potential `U`, for positive capacitance per area and
a shift `p / A` of the potential of zero charge: the reaction energy tends to the neutral-cell
value minus `c p (V₁ - U)`. -/
theorem tendsto_reactionEnergy {c : ℝ} (hc : 0 < c) (p U V₁ E₁ E₂ : ℝ) :
    Tendsto (fun A : ℝ => grandEnergy c A U E₂ (V₁ + p / A) - grandEnergy c A U E₁ V₁)
      atTop (𝓝 (E₂ - E₁ - c * p * (V₁ - U))) := by
  have h : Tendsto
      (fun A : ℝ => (E₂ - E₁ - c * p * (V₁ - U)) - c * p ^ 2 / 2 * A⁻¹)
      atTop (𝓝 ((E₂ - E₁ - c * p * (V₁ - U)) - c * p ^ 2 / 2 * 0)) :=
    tendsto_const_nhds.sub (tendsto_inv_atTop_zero.const_mul _)
  rw [mul_zero, sub_zero] at h
  -- for positive areas the exact formula applies
  refine h.congr' ?_
  filter_upwards [eventually_gt_atTop (0 : ℝ)] with A hA
  have hV : V₁ + p / A - V₁ = p / A := by ring
  rw [reactionEnergy_at_potential hc hA hV]
  ring

end

end ElectrodeReactionEnergy
```

In the large-area limit, `c`, `p`, `U`, `V₁` and the two neutral energies are held fixed, and the second potential of zero charge is written as `V₁ + p / A`. The proof shows that the $1/A$ term tends to zero and then transfers the limit to the grand energies, since the exact formula holds for every positive area. The remaining error of the neutral value is $cp(V_1-U)$, so for $p\neq0$ and $U\neq V_1$ enlarging the cell does not remove it.

```lean
#print axioms ElectrodeReactionEnergy.reactionEnergy_eq
#print axioms ElectrodeReactionEnergy.reactionEnergy_lt_neutral
#print axioms ElectrodeReactionEnergy.neutral_exact_iff_midpoint
#print axioms ElectrodeReactionEnergy.tendsto_reactionEnergy
```

```
'ElectrodeReactionEnergy.reactionEnergy_eq' depends on axioms: [propext, Classical.choice, Quot.sound]
'ElectrodeReactionEnergy.reactionEnergy_lt_neutral' depends on axioms: [propext, Classical.choice, Quot.sound]
'ElectrodeReactionEnergy.neutral_exact_iff_midpoint' depends on axioms: [propext, Classical.choice, Quot.sound]
'ElectrodeReactionEnergy.tendsto_reactionEnergy' depends on axioms: [propext, Classical.choice, Quot.sound]
```
